# A rotation taking a real unit vector $u$ to a unit vector $v \neq -u$, as a product of two Householder reflections

To turn a unit vector $u$ into a unit vector $v$, the familiar recipe takes the axis $u\times v$ and the angle $\theta$ between them. It needs three dimensions and divides by $\sin\theta$, which vanishes at $u=v$. The reflection with normal $u-v$ also fails there, and it has determinant $-1$. For $u+v\neq0$ a rational formula in $\mathbb R^n$ avoids these faults, and it gives the only rotation that takes $u$ to $v$ and fixes every vector orthogonal to both. It rotates the coefficient vector of one normalised orbital into that of another, for real coefficients in a finite orthonormal basis; complex orbitals and an overlap matrix are not covered.

## Vectors and matrices

```lean
import Mathlib

open Matrix

namespace AlignmentRotation

noncomputable section

variable {n : Type*} [Fintype n] [DecidableEq n]
```

A vector is a function `n → ℝ` from a finite index set. Below, `u ⬝ᵥ v` is $\langle u,v\rangle$, `*ᵥ` applies a matrix to a vector, and `vecMulVec a b` is $ab^T$.

```lean
/-- Householder matrix `1 - 2 w wᵀ / ⟨w,w⟩` with mirror normal `w`. -/
def householder (w : n → ℝ) : Matrix n n ℝ :=
  1 - (2 / (w ⬝ᵥ w)) • vecMulVec w w
```

This is $H(w)=1-2ww^T/\langle w,w\rangle$; the normal $w$ must be nonzero for this to be a reflection, but it need not be normalised.

```lean
/-- The matrix `R = 1 - (u + v)(u + v)ᵀ / (1 + ⟨u,v⟩) + 2 v uᵀ`. -/
def alignRotation (u v : n → ℝ) : Matrix n n ℝ :=
  1 - (1 / (1 + u ⬝ᵥ v)) • vecMulVec (u + v) (u + v) + (2 : ℝ) • vecMulVec v u
```

With $s=u+v$ and $c=\langle u,v\rangle$, this is $R=1-ss^T/(1+c)+2vu^T$. Lean sets $1/0=0$, so at $v=-u$ the definition returns the reflection $1-2uu^T$; apart from the expansion `align_mulVec`, the theorems about $R$ exclude that case.

```lean
/-- The Cayley generator `A = (v uᵀ - u vᵀ) / (1 + ⟨u,v⟩)`. -/
def cayleyGen (u v : n → ℝ) : Matrix n n ℝ :=
  (1 / (1 + u ⬝ᵥ v)) • (vecMulVec v u - vecMulVec u v)
```

This is $A=(vu^T-uv^T)/(1+c)$.

## Rank-one matrices and reflections

```lean
omit [DecidableEq n] in
/-- The outer product `a bᵀ` sends `x` to `⟨b,x⟩ a`. -/
theorem outer_mulVec (a b x : n → ℝ) : vecMulVec a b *ᵥ x = (b ⬝ᵥ x) • a := by
  ext i
  simp only [mulVec, dotProduct, vecMulVec_apply, Pi.smul_apply, smul_eq_mul, Finset.sum_mul]
  exact Finset.sum_congr rfl fun j _ => by ring
```

Component $i$ of $(ab^T)x$ is $\sum_j a_ib_jx_j=\langle b,x\rangle a_i$.

```lean
/-- A rank-one update of the identity has `det (1 + t a bᵀ) = 1 + t ⟨b,a⟩`. -/
theorem det_one_add_outer (t : ℝ) (a b : n → ℝ) :
    (1 + t • vecMulVec a b).det = 1 + t * (b ⬝ᵥ a) := by
  have h : t • vecMulVec a b = (Matrix.of fun i _ => t * a i : Matrix n Unit ℝ) *
      (Matrix.of fun _ j => b j : Matrix Unit n ℝ) := by
    ext i j
    simp [mul_apply, vecMulVec_apply, mul_assoc]
  rw [h, det_one_add_mul_comm, det_unique]
  simp [mul_apply, dotProduct, Finset.mul_sum, mul_left_comm]
```

Write $t\,ab^T=XY$ with the column $X=ta$ and the row $Y=b^T$. Then $\det(1+XY)=\det(1+YX)$, which is `det_one_add_mul_comm`, and the right side is the $1\times1$ determinant $1+t\langle b,a\rangle$.

```lean
/-- The Householder matrix sends `x` to `x - (2 ⟨w,x⟩ / ⟨w,w⟩) w`. -/
theorem householder_mulVec (w x : n → ℝ) :
    householder w *ᵥ x = x - (2 / (w ⬝ᵥ w) * (w ⬝ᵥ x)) • w := by
  simp only [householder, sub_mulVec, one_mulVec, smul_mulVec, outer_mulVec, smul_smul]
```

So $H(w)x=x-\alpha w$ with $\alpha=2\langle w,x\rangle/\langle w,w\rangle$.

```lean
/-- For `w ≠ 0` the Householder matrix is symmetric, squares to one and has determinant `-1`. -/
theorem householder_reflection {w : n → ℝ} (hw : w ≠ 0) :
    (householder w)ᵀ = householder w ∧ householder w * householder w = 1 ∧
      (householder w).det = -1 := by
  have hww : w ⬝ᵥ w ≠ 0 := fun h => hw (dotProduct_self_eq_zero.mp h)
  refine ⟨?_, ?_, ?_⟩
  · simp only [householder, transpose_sub, transpose_one, transpose_smul, transpose_vecMulVec]
  · refine Matrix.toLin'.injective (LinearMap.ext fun x => ?_)
    simp only [toLin'_apply, ← mulVec_mulVec, one_mulVec, householder_mulVec, dotProduct_sub,
      dotProduct_smul, smul_eq_mul]
    ext i
    simp only [Pi.sub_apply, Pi.smul_apply, smul_eq_mul]
    field_simp
    ring
  · have h2 : 2 / (w ⬝ᵥ w) * (w ⬝ᵥ w) = 2 := by field_simp
    rw [householder, sub_eq_add_neg, ← neg_smul, det_one_add_outer]
    linear_combination -h2
```

For $w\ne0$, $H(w)$ is symmetric because $ww^T$ is. Since $\langle w,H(w)x\rangle=-\langle w,x\rangle$, a second application adds $\alpha w$ back, so $H(w)^2=1$. Taking $t=-2/\langle w,w\rangle$ gives $\det H(w)=-1$. The line with `Matrix.toLin'.injective` compares two matrices by their action on an arbitrary $x$; `field_simp` clears denominators and `ring` finishes each component.

## Factorisation and properties of $R$

```lean
omit [DecidableEq n] in
/-- For unit vectors with `u + v ≠ 0`, `|u + v|² = 2 (1 + ⟨u,v⟩)` and `1 + ⟨u,v⟩ > 0`. -/
theorem bisector_norm {u v : n → ℝ} (hu : u ⬝ᵥ u = 1) (hv : v ⬝ᵥ v = 1) (huv : u + v ≠ 0) :
    (u + v) ⬝ᵥ (u + v) = 2 * (1 + u ⬝ᵥ v) ∧ 0 < 1 + u ⬝ᵥ v := by
  have h1 : (u + v) ⬝ᵥ (u + v) = 2 * (1 + u ⬝ᵥ v) := by
    simp only [add_dotProduct, dotProduct_add, hu, hv, dotProduct_comm v u]
    ring
  have h0 : 0 ≤ (u + v) ⬝ᵥ (u + v) := Finset.sum_nonneg fun i _ => mul_self_nonneg _
  have hne : (u + v) ⬝ᵥ (u + v) ≠ 0 := fun h => huv (dotProduct_self_eq_zero.mp h)
  have hpos := lt_of_le_of_ne h0 hne.symm
  exact ⟨h1, by linarith⟩
```

The hypotheses `hu`, `hv` say that $u$ and $v$ are normalised, and `huv` that they are not antiparallel. Expanding, $|s|^2=2(1+c)$, which is positive as $s\neq0$.

```lean
/-- `R` sends `x` to `x - (⟨u+v,x⟩ / (1 + ⟨u,v⟩)) (u + v) + 2 ⟨u,x⟩ v`. -/
theorem align_mulVec (u v x : n → ℝ) : alignRotation u v *ᵥ x =
    x - (1 / (1 + u ⬝ᵥ v) * ((u + v) ⬝ᵥ x)) • (u + v) + (2 * (u ⬝ᵥ x)) • v := by
  simp only [alignRotation, add_mulVec, sub_mulVec, one_mulVec, smul_mulVec, outer_mulVec,
    smul_smul]
```

In ordinary notation, $Rx=x-\dfrac{\langle s,x\rangle}{1+c}s+2\langle u,x\rangle v$.

```lean
/-- For unit `u, v` with `u + v ≠ 0`, `R = H(v) H(u + v)` and also `R = H(u + v) H(u)`. -/
theorem align_factor {u v : n → ℝ} (hu : u ⬝ᵥ u = 1) (hv : v ⬝ᵥ v = 1) (huv : u + v ≠ 0) :
    alignRotation u v = householder v * householder (u + v) ∧
      alignRotation u v = householder (u + v) * householder u := by
  obtain ⟨h1, hpos⟩ := bisector_norm hu hv huv
  have hne := hpos.ne'
  constructor
  all_goals
    refine Matrix.toLin'.injective (LinearMap.ext fun x => ?_)
    simp only [toLin'_apply, ← mulVec_mulVec, householder_mulVec, align_mulVec, h1]
    simp only [dotProduct_sub, dotProduct_smul, dotProduct_add, add_dotProduct, hu, hv,
      dotProduct_comm v u, smul_eq_mul]
    ext i
    simp only [Pi.add_apply, Pi.sub_apply, Pi.smul_apply, smul_eq_mul]
    field_simp
    ring
```

Note $\langle u,s\rangle=\langle v,s\rangle=1+c$. Put $y=H(s)x=x-\langle s,x\rangle s/(1+c)$. Then $\langle v,y\rangle=\langle v,x\rangle-\langle s,x\rangle=-\langle u,x\rangle$, so $H(v)y=y+2\langle u,x\rangle v=Rx$. For the other order put $y'=H(u)x=x-2\langle u,x\rangle u$, so $\langle s,y'\rangle=\langle s,x\rangle-2(1+c)\langle u,x\rangle$ and
$$H(s)y'=x-\frac{\langle s,x\rangle}{1+c}s+2\langle u,x\rangle(s-u)=Rx .$$
One tactic block under `all_goals` does both expansions.

```lean
/-- For unit `u, v` with `u + v ≠ 0`, `R` is the product `H(v) H(u + v)`, is orthogonal with
determinant 1, maps `u` to `v` and fixes every vector orthogonal to both. -/
theorem align_spec {u v : n → ℝ} (hu : u ⬝ᵥ u = 1) (hv : v ⬝ᵥ v = 1) (huv : u + v ≠ 0) :
    alignRotation u v = householder v * householder (u + v) ∧
      (alignRotation u v)ᵀ * alignRotation u v = 1 ∧ (alignRotation u v).det = 1 ∧
      alignRotation u v *ᵥ u = v ∧
      ∀ x, u ⬝ᵥ x = 0 → v ⬝ᵥ x = 0 → alignRotation u v *ᵥ x = x := by
  have hR := (align_factor hu hv huv).1
  have hne := (bisector_norm hu hv huv).2.ne'
  have hv0 : v ≠ 0 := by
    intro h
    simp [h] at hv
  obtain ⟨tv, sv, dv⟩ := householder_reflection hv0
  obtain ⟨ts, ss, ds⟩ := householder_reflection huv
  refine ⟨hR, ?_, ?_, ?_, fun x hxu hxv => ?_⟩
  · rw [hR, transpose_mul, tv, ts, mul_assoc, ← mul_assoc (householder v), sv, one_mul, ss]
  · rw [hR, det_mul, dv, ds]
    norm_num
  · rw [align_mulVec]
    simp only [add_dotProduct, hu, dotProduct_comm v u]
    ext i
    simp only [Pi.add_apply, Pi.sub_apply, Pi.smul_apply, smul_eq_mul]
    field_simp
    ring
  · simp [align_mulVec, add_dotProduct, hxu, hxv]
```

The five claims are $R=H(v)H(s)$, $R^TR=1$, $\det R=1$, $Ru=v$, and $Rx=x$ whenever $\langle u,x\rangle=\langle v,x\rangle=0$. Symmetry and involution give $R^TR=H(s)H(v)H(v)H(s)=1$, and $\det R=(-1)(-1)$. Next $Ru=u-s+2v=v$. For $x$ orthogonal to both vectors, both corrections vanish. The case $u=v$ is allowed and gives $R=H(u)^2=1$; in one dimension it is the only case.

## Cayley form

```lean
/-- For unit `u, v` with `u + v ≠ 0`, the generator `A` is antisymmetric, `1 - A` is
invertible and `R = (1 + A)(1 - A)⁻¹`. -/
theorem align_cayley {u v : n → ℝ} (hu : u ⬝ᵥ u = 1) (hv : v ⬝ᵥ v = 1) (huv : u + v ≠ 0) :
    (cayleyGen u v)ᵀ = -cayleyGen u v ∧ IsUnit (1 - cayleyGen u v).det ∧
      alignRotation u v = (1 + cayleyGen u v) * (1 - cayleyGen u v)⁻¹ := by
  have hne := (bisector_norm hu hv huv).2.ne'
  have h : alignRotation u v * (1 - cayleyGen u v) = 1 + cayleyGen u v := by
    refine Matrix.toLin'.injective (LinearMap.ext fun x => ?_)
    simp only [toLin'_apply, ← mulVec_mulVec, align_mulVec, cayleyGen, sub_mulVec, add_mulVec,
      one_mulVec, smul_mulVec, outer_mulVec, dotProduct_sub, dotProduct_smul, add_dotProduct,
      hu, hv, dotProduct_comm v u, smul_eq_mul]
    ext i
    simp only [Pi.add_apply, Pi.sub_apply, Pi.smul_apply, smul_eq_mul]
    field_simp
    ring
  -- (1 + R)/2 is the inverse of 1 - A
  have h2 : ((1 / 2 : ℝ) • (1 + alignRotation u v)) * (1 - cayleyGen u v) = 1 := by
    rw [smul_mul_assoc, add_mul, h, one_mul]
    module
  have hd := isUnit_det_of_left_inverse h2
  refine ⟨?_, hd, ?_⟩
  · simp only [cayleyGen, transpose_smul, transpose_sub, transpose_vecMulVec]
    module
  · rw [← h, mul_assoc, mul_nonsing_inv _ hd, mul_one]
```

The claims are $A^T=-A$, invertibility of $1-A$ (`IsUnit` of a real determinant means nonzero), and $R=(1+A)(1-A)^{-1}$. Let $p=\langle u,x\rangle$, $q=\langle v,x\rangle$, so $Ax=(pv-qu)/(1+c)$. With $Ru=v$ and $Rv=v-s+2cv=2cv-u$,
$$Ax+RAx=\frac{-(p+q)s+2(1+c)pv}{1+c}=Rx-x ,$$
which is $R(1-A)=1+A$, the step `h`. Adding $1-A$ gives $(1+R)(1-A)=2$, so $(1+R)/2$ inverts $1-A$ (`h2`), and multiplying `h` by the inverse finishes.

## Uniqueness

```lean
/-- For unit `u, v` with `u + v ≠ 0`, any orthogonal matrix of determinant 1 that maps `u` to
`v` and fixes every vector orthogonal to both equals `R`. -/
theorem align_unique {u v : n → ℝ} (hu : u ⬝ᵥ u = 1) (hv : v ⬝ᵥ v = 1) (huv : u + v ≠ 0)
    {Q : Matrix n n ℝ} (hQo : Qᵀ * Q = 1) (hQd : Q.det = 1) (hQu : Q *ᵥ u = v)
    (hQx : ∀ x, u ⬝ᵥ x = 0 → v ⬝ᵥ x = 0 → Q *ᵥ x = x) : Q = alignRotation u v := by
  obtain ⟨-, hRo, hRd, hRu, hRx⟩ := align_spec hu hv huv
  generalize alignRotation u v = R at hRo hRd hRu hRx ⊢
  have back : ∀ x y, R *ᵥ x = y → Rᵀ *ᵥ y = x := by
    rintro x y rfl
    rw [mulVec_mulVec, hRo, one_mulVec]
  have hRo' : R * Rᵀ = 1 := mul_eq_one_comm.mp hRo
  -- M = Rᵀ Q is a rotation fixing u and the common complement
  obtain ⟨M, hM⟩ : ∃ M, M = Rᵀ * Q := ⟨_, rfl⟩
  have hMu : M *ᵥ u = u := by rw [hM, ← mulVec_mulVec, hQu, back u v hRu]
  have hMo : Mᵀ * M = 1 := by
    rw [hM, transpose_mul, transpose_transpose, mul_assoc, ← mul_assoc R, hRo', one_mul, hQo]
  have hMd : M.det = 1 := by rw [hM, det_mul, det_transpose, hRd, hQd, one_mul]
  have iso : ∀ x y, (M *ᵥ x) ⬝ᵥ (M *ᵥ y) = x ⬝ᵥ y := by
    intro x y
    rw [dotProduct_mulVec, ← vecMul_transpose, vecMul_vecMul, hMo, vecMul_one]
  suffices h : M = 1 by
    have hQ : R * M = Q := by rw [hM, ← mul_assoc, hRo', one_mul]
    rw [← hQ, h, mul_one]
  obtain ⟨w, hw⟩ : ∃ w, w = v - (u ⬝ᵥ v) • u := ⟨_, rfl⟩
  have huw : u ⬝ᵥ w = 0 := by
    rw [hw, dotProduct_sub, dotProduct_smul, hu]
    simp
  have hwu : w ⬝ᵥ u = 0 := by rw [dotProduct_comm, huw]
  have fixw : ∀ x, u ⬝ᵥ x = 0 → w ⬝ᵥ x = 0 → M *ᵥ x = x := by
    intro x hx h
    rw [hw, sub_dotProduct, smul_dotProduct, hx] at h
    have hvx : v ⬝ᵥ x = 0 := by simpa using h
    rw [hM, ← mulVec_mulVec, hQx x hx hvx, back x x (hRx x hx hvx)]
  by_cases hw0 : w = 0
  · refine Matrix.toLin'.injective (LinearMap.ext fun x => ?_)
    have h := fixw (x - (u ⬝ᵥ x) • u) (by simp [dotProduct_sub, dotProduct_smul, hu])
      (by simp [hw0])
    simp only [mulVec_sub, mulVec_smul, hMu] at h
    simp only [toLin'_apply, one_mulVec]
    exact sub_left_inj.mp h
  have hww : w ⬝ᵥ w ≠ 0 := fun h => hw0 (dotProduct_self_eq_zero.mp h)
  -- the in-plane direction w is scaled by some factor a
  obtain ⟨a, ha⟩ : ∃ a, a * (w ⬝ᵥ w) = w ⬝ᵥ (M *ᵥ w) :=
    ⟨w ⬝ᵥ (M *ᵥ w) / (w ⬝ᵥ w), by field_simp⟩
  obtain ⟨z, hz⟩ : ∃ z, z = M *ᵥ w - a • w := ⟨_, rfl⟩
  have huz : u ⬝ᵥ z = 0 := by
    have h := iso u w
    rw [hMu] at h
    rw [hz, dotProduct_sub, dotProduct_smul, h, huw]
    simp
  have hwz : w ⬝ᵥ z = 0 := by
    rw [hz, dotProduct_sub, dotProduct_smul, smul_eq_mul, ha, sub_self]
  have hzz : z ⬝ᵥ z = 0 := by
    have h := iso w z
    rw [fixw z huz hwz, hwz] at h
    calc z ⬝ᵥ z = (M *ᵥ w - a • w) ⬝ᵥ z := by rw [← hz]
      _ = 0 := by
        rw [sub_dotProduct, smul_dotProduct, h, hwz]
        simp
  have hMw : M *ᵥ w = a • w :=
    sub_eq_zero.mp (hz.symm.trans (dotProduct_self_eq_zero.mp hzz))
  have form : M = 1 + ((a - 1) / (w ⬝ᵥ w)) • vecMulVec w w := by
    refine Matrix.toLin'.injective (LinearMap.ext fun x => ?_)
    have hc : w ⬝ᵥ x / (w ⬝ᵥ w) * (w ⬝ᵥ w) = w ⬝ᵥ x := by field_simp
    have h := fixw (x - (u ⬝ᵥ x) • u - (w ⬝ᵥ x / (w ⬝ᵥ w)) • w)
      (by simp [dotProduct_sub, dotProduct_smul, hu, huw])
      (by
        simp only [dotProduct_sub, dotProduct_smul, hwu, smul_eq_mul]
        linear_combination -hc)
    simp only [mulVec_sub, mulVec_smul, hMu, hMw] at h
    simp only [toLin'_apply, add_mulVec, one_mulVec, smul_mulVec, outer_mulVec]
    linear_combination (norm := module) h
  -- the determinant of M is a, so a = 1
  rw [form, det_one_add_outer] at hMd
  have hc : (a - 1) / (w ⬝ᵥ w) * (w ⬝ᵥ w) = a - 1 := by field_simp
  have ha1 : a - 1 = 0 := by linarith
  rw [form, ha1]
  simp

end

end AlignmentRotation
```

Any real $Q$ with $Q^TQ=1$, $\det Q=1$, $Qu=v$ that fixes all vectors orthogonal to $u$ and $v$ equals $R$. Set $M=R^TQ$. It preserves inner products (`iso`), has determinant 1 and fixes $u$. Let $w=v-cu$, orthogonal to $u$. A vector orthogonal to $u$ and $w$ is orthogonal to $v$, hence fixed by $M$ (`fixw`). If $w=0$, $M$ fixes $u$ and $x-\langle u,x\rangle u$, so $M=1$. Otherwise let $a=\langle w,Mw\rangle/\langle w,w\rangle$ and $z=Mw-aw$. Then $\langle w,z\rangle=0$ and $\langle u,z\rangle=\langle Mu,Mw\rangle=0$, so $Mz=z$, $\langle Mw,z\rangle=\langle w,z\rangle=0$ and $\langle z,z\rangle=\langle Mw-aw,z\rangle=0$. Hence $Mw=aw$. Splitting $x$ along $u$, $w$ and a fixed remainder gives $M=1+(a-1)ww^T/\langle w,w\rangle$ (`form`), whose determinant is $a$. So $a=1$, $M=1$ and $Q=RM=R$.

```lean
#print axioms AlignmentRotation.householder_reflection
#print axioms AlignmentRotation.align_cayley
#print axioms AlignmentRotation.align_unique
```

```
'AlignmentRotation.householder_reflection' depends on axioms: [propext, Classical.choice, Quot.sound]
'AlignmentRotation.align_cayley' depends on axioms: [propext, Classical.choice, Quot.sound]
'AlignmentRotation.align_unique' depends on axioms: [propext, Classical.choice, Quot.sound]
```

## A three-dimensional example and use in code

The arithmetic and advice below illustrate the theorems and are not themselves machine-verified. Take $u=(1,0,0)$ and $v=(3/5,4/5,0)$, so $1+c=8/5$ and $s=(8/5,4/5,0)$. On the first two coordinates,
$$R=\begin{pmatrix}1&0\\0&1\end{pmatrix}-\begin{pmatrix}8/5&4/5\\4/5&2/5\end{pmatrix}+\begin{pmatrix}6/5&0\\8/5&0\end{pmatrix}=\begin{pmatrix}3/5&-4/5\\4/5&3/5\end{pmatrix},\qquad A=\begin{pmatrix}0&-1/2\\1/2&0\end{pmatrix},$$
and the third axis is fixed. The first column of $R$ is $v$, the determinant is $9/25+16/25=1$, and the entry $1/2$ equals $\tan(\theta/2)$.

A program need not build $R$: the formula of `align_mulVec` costs two dot products and two vector updates per vector $x$, with $s$ and $1+c$ computed once. The theorems concern exact real numbers, and in floating point $1+c$ suffers cancellation near $v=-u$. When the overall sign of $v$ is arbitrary, as for a real orbital, replacing $v$ by $-v$ whenever $c<0$ keeps the denominator at least 1.
